# How far doubles coupling can lower the lowest ADC(2) root when the doubles block lies above the lowest singles energy

Before diagonalising an ADC(2) matrix with a rescaled singles-doubles coupling, one can bound how far the lowest excitation energy may fall below its value without that coupling. Besides the coupling factor $s$, three numbers suffice: the lowest eigenvalue $a$ of the singles block $A$, a lower bound $d$ on the doubles block $D$, and the spectral norm $\|C\|$ of the coupling block $C$. If $A$ is Hermitian, $D\ge d$ and $d>a$, the lowest root $E$ at real coupling factor $s$ satisfies

$$a-\frac{s^2\|C\|^2}{d-a}\le E\le a .$$

The condition $d>a$ says that every energy of the uncoupled doubles block lies above the lowest singles energy. No such $d$ exists when the lowest eigenvalue of $D$ is at or below $a$.

## The matrix and its lowest root

The finite types `m` and `n` label the singles and doubles configurations. Opening `Matrix.Norms.L2Operator` makes `‖C‖` the largest singular value of $C$.

```lean
import Mathlib

open Matrix
open scoped ComplexOrder Matrix.Norms.L2Operator

namespace SpinScaledADC

noncomputable section

variable {m n : Type*} [Fintype m] [DecidableEq m] [Fintype n] [DecidableEq n]
```

The matrix is

$$M=\begin{pmatrix}A&sC\\ sC^\dagger&D\end{pmatrix}.$$

One real factor scales the whole coupling. Spin-scaled variants of ADC(2) can also rescale second-order terms inside $A$, or weight same-spin and opposite-spin couplings differently. If the matrix is still Hermitian and $d>a$, the bound applies at each parameter setting with the $A$ and $a$ of that setting; for unequal weights, take the weighted coupling block as $C$ and set $s=1$.

```lean
/-- The ADC(2) matrix with singles block `A`, doubles block `D` and singles-doubles coupling `C`
scaled by the real factor `s`. -/
def adcMatrix (A : Matrix m m ℂ) (C : Matrix m n ℂ) (D : Matrix n n ℂ) (s : ℝ) :
    Matrix (m ⊕ n) (m ⊕ n) ℂ :=
  fromBlocks A ((s : ℂ) • C) ((s : ℂ) • Cᴴ) D
```

A real number $\mu$ is an eigenvalue if $Mv=\mu v$ for some $v\neq0$.

```lean
/-- The real number `μ` is an eigenvalue of `M`: it has a nonzero eigenvector. -/
def IsEigenvalue (M : Matrix m m ℂ) (μ : ℝ) : Prop :=
  ∃ v : m → ℂ, v ≠ 0 ∧ M *ᵥ v = (μ : ℂ) • v
```

The lowest root is the least such number. For the Hermitian matrices used here all eigenvalues are real, so this is the usual lowest eigenvalue.

```lean
/-- The real number `e` is the lowest real eigenvalue of `M`. -/
def IsLowest (M : Matrix m m ℂ) (e : ℝ) : Prop :=
  IsLeast {μ : ℝ | IsEigenvalue M μ} e
```

Amplitude vectors are not normalised, and their Euclidean length $\|v\|$ is `len v`.

```lean
/-- The Euclidean length of an amplitude vector. -/
def len (v : m → ℂ) : ℝ := ‖(WithLp.toLp 2 v : EuclideanSpace ℂ m)‖
```

It satisfies $v^\dagger v=\sum_i|v_i|^2=\|v\|^2$.

```lean
omit [DecidableEq m] in
/-- The overlap of an amplitude vector with itself is its squared length. -/
theorem star_dot_self (v : m → ℂ) : star v ⬝ᵥ v = ((len v ^ 2 : ℝ) : ℂ) := by
  unfold len
  rw [EuclideanSpace.norm_sq_eq]
  simp only [dotProduct, Pi.star_apply]
  push_cast
  exact Finset.sum_congr rfl fun i _ => Complex.conj_mul' (v i)
```

## Energy inequalities for one block

Let $M$ now be any Hermitian matrix with lowest eigenvalue $e$. Take an orthonormal eigenbasis $u_j$ of $M-e$, with eigenvalues $\beta_j$. Then $Mu_j=(\beta_j+e)u_j$, so $e\le\beta_j+e$ and $\beta_j\ge0$. Hence $M-e$ is positive semidefinite. The code applies the minimality `h.2` to each basis vector.

```lean
/-- A Hermitian matrix minus its lowest eigenvalue is positive semidefinite. -/
theorem shift_posSemidef {M : Matrix m m ℂ} {e : ℝ} (hM : M.IsHermitian)
    (h : IsLowest M e) : (M - (e : ℂ) • (1 : Matrix m m ℂ)).PosSemidef := by
  have hB : (M - (e : ℂ) • (1 : Matrix m m ℂ)).IsHermitian := by
    unfold Matrix.IsHermitian
    simp [conjTranspose_sub, conjTranspose_smul, hM.eq]
  refine hB.posSemidef_iff_eigenvalues_nonneg.mpr fun j => ?_
  change (0 : ℝ) ≤ hB.eigenvalues j
  -- an eigenvector of the shifted matrix is an eigenvector of `M`
  have hj := hB.mulVec_eigenvectorBasis j
  rw [sub_mulVec, smul_mulVec, one_mulVec] at hj
  have hle : e ≤ hB.eigenvalues j + e := by
    refine h.2 ⟨(hB.eigenvectorBasis j).ofLp, ?_, ?_⟩
    · intro h0
      apply hB.eigenvectorBasis.orthonormal.ne_zero j
      ext i
      exact congrFun h0 i
    · rw [sub_eq_iff_eq_add.mp hj]
      ext i
      simp [add_mul]
  linarith
```

Next, let a block $G\ge g$ with amplitudes $y$ be driven by amplitudes $x$ through a coupling $sB$, at energy $\mu$:

$$sBx+Gy=\mu y .$$

The overlap with $y$ has real part $s\,\mathrm{Re}(y^\dagger Bx)+y^\dagger Gy=\mu\|y\|^2$. Since $y^\dagger Gy\ge g\|y\|^2$, Cauchy-Schwarz gives

$$(g-\mu)\|y\|^2\le -s\,\mathrm{Re}(y^\dagger Bx)\le|s|\,\|B\|\,\|x\|\,\|y\| .$$

Dividing by $\|y\|$ gives $(g-\mu)\|y\|\le|s|\|B\|\|x\|$. If $y=0$, the left side is zero and the inequality is immediate. In the code `h0` is the bound on $G$, `h1` the projected equation and `h5` the coupling estimate; the last case split is the one on $\|y\|$.

```lean
/-- If a block `G ≥ g` is driven by amplitudes `x` through the coupling `s B`, its own amplitudes
`y` at energy `μ` obey `(g - μ)‖y‖ ≤ |s| ‖B‖ ‖x‖`. -/
theorem driven_amplitude_le {G : Matrix n n ℂ} {B : Matrix n m ℂ} {g μ s : ℝ}
    {x : m → ℂ} {y : n → ℂ} (hG : (G - (g : ℂ) • (1 : Matrix n n ℂ)).PosSemidef)
    (h : (s : ℂ) • (B *ᵥ x) + G *ᵥ y = (μ : ℂ) • y) :
    (g - μ) * len y ≤ |s| * ‖B‖ * len x := by
  have hx : 0 ≤ len x := norm_nonneg _
  have hy : 0 ≤ len y := norm_nonneg _
  -- expectation value of the block
  have h0 := (Complex.le_def.mp (hG.dotProduct_mulVec_nonneg y)).1
  rw [sub_mulVec, smul_mulVec, one_mulVec, dotProduct_sub, dotProduct_smul, star_dot_self,
    smul_eq_mul, Complex.sub_re, Complex.re_ofReal_mul, Complex.ofReal_re,
    Complex.zero_re] at h0
  -- projection of the eigenvalue equation on `y`
  have h1 := congrArg (fun w => (star y ⬝ᵥ w).re) h
  simp only [dotProduct_add, dotProduct_smul, smul_eq_mul, star_dot_self, Complex.add_re,
    Complex.re_ofReal_mul, Complex.ofReal_re] at h1
  -- Cauchy-Schwarz for the coupling term
  have h2 : |(star y ⬝ᵥ (B *ᵥ x)).re| ≤ len y * len (B *ᵥ x) := by
    have h3 := norm_inner_le_norm (𝕜 := ℂ) (WithLp.toLp 2 y : EuclideanSpace ℂ n)
      (WithLp.toLp 2 (B *ᵥ x))
    rw [EuclideanSpace.inner_eq_star_dotProduct, dotProduct_comm] at h3
    exact (Complex.abs_re_le_norm _).trans h3
  have h4 : len (B *ᵥ x) ≤ ‖B‖ * len x := l2_opNorm_mulVec B (WithLp.toLp 2 x)
  have h5 : |s * (star y ⬝ᵥ (B *ᵥ x)).re| ≤ |s| * (len y * (‖B‖ * len x)) := by
    rw [abs_mul]
    exact mul_le_mul_of_nonneg_left
      (h2.trans (mul_le_mul_of_nonneg_left h4 hy)) (abs_nonneg s)
  have h6 := (abs_le.mp h5).1
  rcases hy.eq_or_lt with h7 | h7
  · rw [← h7, mul_zero]
    positivity
  · refine le_of_mul_le_mul_right ?_ h7
    nlinarith
```

An eigenvector $v$ of the ADC(2) matrix has a singles part $v_S$ (`v ∘ Sum.inl`) and a doubles part $v_D$ (`v ∘ Sum.inr`). Its eigenvalue equation reads

$$sCv_D+Av_S=Ev_S,\qquad sC^\dagger v_S+Dv_D=Ev_D .$$

Each line has the driven form above.

```lean
omit [DecidableEq m] [DecidableEq n] in
/-- The eigenvalue equation of the ADC(2) matrix, written for its singles and doubles parts. -/
theorem eigen_blocks {A : Matrix m m ℂ} {C : Matrix m n ℂ} {D : Matrix n n ℂ} {s E : ℝ}
    {v : m ⊕ n → ℂ} (h : adcMatrix A C D s *ᵥ v = (E : ℂ) • v) :
    (s : ℂ) • (C *ᵥ (v ∘ Sum.inr)) + A *ᵥ (v ∘ Sum.inl) = (E : ℂ) • (v ∘ Sum.inl) ∧
    (s : ℂ) • (Cᴴ *ᵥ (v ∘ Sum.inl)) + D *ᵥ (v ∘ Sum.inr) = (E : ℂ) • (v ∘ Sum.inr) := by
  simp only [adcMatrix, fromBlocks_mulVec, smul_mulVec] at h
  constructor
  · rw [add_comm]
    exact funext fun i => congrFun h (Sum.inl i)
  · exact funext fun i => congrFun h (Sum.inr i)
```

## A singles eigenvector as trial vector

Let $Ax=ax$ with $x\neq0$, where $a$ may for the moment be any eigenvalue of $A$. Let $M$ again be the ADC(2) matrix, with $A$ and $D$ Hermitian, and let $E$ be its lowest root. For the trial vector $v=(x,0)$,

$$0\le v^\dagger(M-E)v=(a-E)\|x\|^2,$$

so $E\le a$. If $E=a$, the positive semidefinite matrix $M-E$ has zero expectation value in $v$ and therefore annihilates it. The doubles line then gives $sC^\dagger x=0$. So $E<a$ whenever $s\neq0$ and $C^\dagger x\neq0$.

```lean
/-- For Hermitian `A` and `D`, the lowest ADC(2) root lies at or below every eigenvalue `a` of the
singles block, and strictly below it if `s ≠ 0` and the eigenvector couples to the doubles. -/
theorem root_le_singles {A : Matrix m m ℂ} {C : Matrix m n ℂ} {D : Matrix n n ℂ} {s a E : ℝ}
    (hA : A.IsHermitian) (hD : D.IsHermitian) (hE : IsLowest (adcMatrix A C D s) E)
    {x : m → ℂ} (hx0 : x ≠ 0) (hx : A *ᵥ x = (a : ℂ) • x) :
    E ≤ a ∧ (s ≠ 0 → Cᴴ *ᵥ x ≠ 0 → E < a) := by
  have hM : (adcMatrix A C D s).IsHermitian :=
    Matrix.IsHermitian.fromBlocks hA (by simp [conjTranspose_smul]) hD
  have hP := shift_posSemidef hM hE
  have hL : 0 < len x := by
    unfold len
    exact norm_pos_iff.2 fun h => hx0 (congrArg WithLp.ofLp h)
  -- trial vector: the singles eigenvector without doubles
  let v : m ⊕ n → ℂ := Sum.elim x 0
  have h1 : star v ⬝ᵥ (adcMatrix A C D s *ᵥ v) = star x ⬝ᵥ (A *ᵥ x) := by
    simp [v, adcMatrix, fromBlocks_mulVec, dotProduct, Fintype.sum_sum_type]
  have h2 : star v ⬝ᵥ v = star x ⬝ᵥ x := by
    simp [v, dotProduct, Fintype.sum_sum_type]
  have h3 : star v ⬝ᵥ ((adcMatrix A C D s - (E : ℂ) • (1 : Matrix (m ⊕ n) (m ⊕ n) ℂ)) *ᵥ v)
      = (((a - E) * len x ^ 2 : ℝ) : ℂ) := by
    rw [sub_mulVec, smul_mulVec, one_mulVec, dotProduct_sub, dotProduct_smul, h1, h2, hx,
      dotProduct_smul, star_dot_self, smul_eq_mul, smul_eq_mul]
    push_cast
    ring
  have hle : E ≤ a := by
    have h4 := hP.dotProduct_mulVec_nonneg v
    rw [h3] at h4
    have h5 := Complex.zero_le_real.mp h4
    by_contra hlt
    have h6 := mul_pos (sub_pos.2 (not_le.mp hlt)) (pow_pos hL 2)
    nlinarith
  refine ⟨hle, fun hs hC => lt_of_le_of_ne hle fun hEa => hC ?_⟩
  -- at equality the trial vector would itself be an eigenvector
  have h7 := (hP.dotProduct_mulVec_zero_iff v).mp (by rw [h3, hEa]; simp)
  rw [sub_mulVec, smul_mulVec, one_mulVec, sub_eq_zero] at h7
  have h8 := (eigen_blocks h7).2
  have hl : v ∘ Sum.inl = x := rfl
  have hr : v ∘ Sum.inr = 0 := rfl
  rw [hl, hr, mulVec_zero, add_zero, smul_zero] at h8
  exact (smul_eq_zero.mp h8).resolve_left (Complex.ofReal_ne_zero.mpr hs)
```

## Doubles amplitudes and the lower bound

In the lowest state, the doubles line and $E\le a$ give

$$(d-a)\|v_D\|\le(d-E)\|v_D\|\le|s|\,\|C\|\,\|v_S\|,$$

where $\|C^\dagger\|=\|C\|$. For a normalised state and $d>a$, set $t=|s|\|C\|/(d-a)$; the doubles weight $\|v_D\|^2$ is then at most $t^2/(1+t^2)$.

```lean
/-- In the lowest ADC(2) state the doubles amplitudes `y` and singles amplitudes `x` obey
`(d - a)‖y‖ ≤ |s| ‖C‖ ‖x‖`, for Hermitian `A` with eigenvalue `a` and `D ≥ d`. -/
theorem doubles_amplitude_le {A : Matrix m m ℂ} {C : Matrix m n ℂ} {D : Matrix n n ℂ}
    {s a d E : ℝ} (hA : A.IsHermitian) (ha : IsEigenvalue A a)
    (hD : (D - (d : ℂ) • (1 : Matrix n n ℂ)).PosSemidef)
    (hE : IsLowest (adcMatrix A C D s) E) {v : m ⊕ n → ℂ}
    (hv : adcMatrix A C D s *ᵥ v = (E : ℂ) • v) :
    (d - a) * len (v ∘ Sum.inr) ≤ |s| * ‖C‖ * len (v ∘ Sum.inl) := by
  have hDH : D.IsHermitian := by
    simpa [Matrix.IsHermitian, conjTranspose_sub, conjTranspose_smul] using hD.isHermitian.eq
  obtain ⟨x, hx0, hx⟩ := ha
  have h1 := (root_le_singles hA hDH hE hx0 hx).1
  have h2 := driven_amplitude_le hD (eigen_blocks hv).2
  rw [l2_opNorm_conjTranspose] at h2
  have h3 : 0 ≤ len (v ∘ Sum.inr) := norm_nonneg _
  nlinarith [mul_nonneg (sub_nonneg.2 h1) h3]
```

Now let $a$ be the lowest eigenvalue of $A$, so that $A\ge a$, and let $d>a$. The singles line gives a companion inequality:

$$(a-E)\|v_S\|\le|s|\|C\|\|v_D\|,\qquad(d-E)\|v_D\|\le|s|\|C\|\|v_S\| .$$

Here $d-E>0$. If $v_S$ vanished, the second inequality would force $v_D=0$, which an eigenvector excludes. Multiplying the first by $d-E$ and inserting the second,

$$(a-E)(d-E)\|v_S\|\le|s|\|C\|(d-E)\|v_D\|\le s^2\|C\|^2\|v_S\| .$$

Cancelling $\|v_S\|>0$ leaves $(a-E)(d-E)\le s^2\|C\|^2$. The `calc` block follows this chain.

```lean
/-- Let `A` be Hermitian with lowest eigenvalue `a`, and `D ≥ d > a`. Then the lowest ADC(2) root
`E` satisfies `(a - E)(d - E) ≤ s² ‖C‖²`. -/
theorem secular_bound {A : Matrix m m ℂ} {C : Matrix m n ℂ} {D : Matrix n n ℂ}
    {s a d E : ℝ} (hA : A.IsHermitian) (ha : IsLowest A a)
    (hD : (D - (d : ℂ) • (1 : Matrix n n ℂ)).PosSemidef) (had : a < d)
    (hE : IsLowest (adcMatrix A C D s) E) :
    (a - E) * (d - E) ≤ s ^ 2 * ‖C‖ ^ 2 := by
  have hDH : D.IsHermitian := by
    simpa [Matrix.IsHermitian, conjTranspose_sub, conjTranspose_smul] using hD.isHermitian.eq
  obtain ⟨x, hx0, hx⟩ := ha.1
  have hle := (root_le_singles hA hDH hE hx0 hx).1
  obtain ⟨v, hv0, hv⟩ := hE.1
  have h1 := driven_amplitude_le (shift_posSemidef hA ha) (eigen_blocks hv).1
  have h2 := driven_amplitude_le hD (eigen_blocks hv).2
  rw [l2_opNorm_conjTranspose] at h2
  have hY : 0 ≤ len (v ∘ Sum.inr) := norm_nonneg _
  -- the lowest state has a singles part
  have hX : 0 < len (v ∘ Sum.inl) := by
    refine lt_of_le_of_ne (norm_nonneg _) fun h0 => hv0 ?_
    rw [← h0, mul_zero] at h2
    have hY0 : len (v ∘ Sum.inr) = 0 := by
      by_contra hne
      have h3 := mul_pos (show 0 < d - E by linarith) (lt_of_le_of_ne hY (Ne.symm hne))
      linarith
    have hl : v ∘ Sum.inl = 0 := congrArg WithLp.ofLp (norm_eq_zero.mp h0.symm)
    have hr : v ∘ Sum.inr = 0 := congrArg WithLp.ofLp (norm_eq_zero.mp hY0)
    funext i
    rcases i with i | i
    · exact congrFun hl i
    · exact congrFun hr i
  refine le_of_mul_le_mul_right ?_ hX
  have hk : 0 ≤ |s| * ‖C‖ := by positivity
  calc (a - E) * (d - E) * len (v ∘ Sum.inl)
      = (d - E) * ((a - E) * len (v ∘ Sum.inl)) := by ring
    _ ≤ (d - E) * (|s| * ‖C‖ * len (v ∘ Sum.inr)) :=
        mul_le_mul_of_nonneg_left h1 (by linarith)
    _ = |s| * ‖C‖ * ((d - E) * len (v ∘ Sum.inr)) := by ring
    _ ≤ |s| * ‖C‖ * (|s| * ‖C‖ * len (v ∘ Sum.inl)) := mul_le_mul_of_nonneg_left h2 hk
    _ = |s| ^ 2 * ‖C‖ ^ 2 * len (v ∘ Sum.inl) := by ring
    _ = s ^ 2 * ‖C‖ ^ 2 * len (v ∘ Sum.inl) := by rw [sq_abs]
```

Since $(a-E)(d-E)-(a-E)(d-a)=(a-E)^2\ge0$, also $(a-E)(d-a)\le s^2\|C\|^2$. Division by $d-a>0$ gives the lower bound, and the trial vector gives the upper one. Both compare $E$ with the singles value $a$; they do not order the roots at two different nonzero values of $s$.

```lean
/-- Let `A` be Hermitian with lowest eigenvalue `a`, and `D ≥ d > a`. Then doubles coupling lowers
the lowest ADC(2) root from `a` by at most `s² ‖C‖² / (d - a)`, and never raises it. -/
theorem lowest_root_window {A : Matrix m m ℂ} {C : Matrix m n ℂ} {D : Matrix n n ℂ}
    {s a d E : ℝ} (hA : A.IsHermitian) (ha : IsLowest A a)
    (hD : (D - (d : ℂ) • (1 : Matrix n n ℂ)).PosSemidef) (had : a < d)
    (hE : IsLowest (adcMatrix A C D s) E) :
    a - s ^ 2 * ‖C‖ ^ 2 / (d - a) ≤ E ∧ E ≤ a := by
  have hDH : D.IsHermitian := by
    simpa [Matrix.IsHermitian, conjTranspose_sub, conjTranspose_smul] using hD.isHermitian.eq
  obtain ⟨x, hx0, hx⟩ := ha.1
  have hle := (root_le_singles hA hDH hE hx0 hx).1
  have h1 := secular_bound hA ha hD had hE
  have h2 : a - E ≤ s ^ 2 * ‖C‖ ^ 2 / (d - a) := by
    rw [le_div_iff₀ (sub_pos.2 had)]
    nlinarith [sq_nonneg (a - E)]
  exact ⟨by linarith, hle⟩
```

The norm $\|C\|$ must not be replaced by $\|C^\dagger x\|$ for the normalised lowest singles vector $x$, as second-order perturbation theory might suggest. Take singles energies $3$ and $4$, a double at $5$, and a coupling $sC$ of size $2$ between the upper single and the double only. The lowest single is uncoupled, yet the other two configurations form a $2\times2$ block which, after subtracting $3$ from its diagonal, has determinant $1\cdot2-4<0$. So this block has a root below $3$.

## One single and one double

With $A=a$, $D=d$ and $C=c$ all $1\times1$, the two lines become

$$(a-E)v_S=-sc\,v_D,\qquad(d-E)v_D=-s\bar c\,v_S .$$

Multiplying the first by $d-E$ and using the second gives $(a-E)(d-E)v_S=s^2|c|^2v_S$. If $v_S\neq0$ it cancels; otherwise $v_D\neq0$, and the same elimination works with the roles exchanged. Hence both roots satisfy $(a-E)(d-E)=s^2|c|^2$, whatever the order of $a$ and $d$. The two `linear_combination` steps are these eliminations.

```lean
/-- For one single at energy `a` and one double at energy `d`, every ADC(2) root satisfies
`(a - E)(d - E) = s² ‖C‖²`. -/
theorem secular_equality {C : Matrix Unit Unit ℂ} {s a d E : ℝ}
    (hE : IsEigenvalue (adcMatrix ((a : ℂ) • (1 : Matrix Unit Unit ℂ)) C
      ((d : ℂ) • (1 : Matrix Unit Unit ℂ)) s) E) :
    (a - E) * (d - E) = s ^ 2 * ‖C‖ ^ 2 := by
  have hC : ‖C‖ = ‖C () ()‖ := by
    have h : C = diagonal (fun _ => C () ()) := by
      ext ⟨⟩ ⟨⟩
      simp
    conv_lhs => rw [h]
    rw [l2_opNorm_diagonal, pi_norm_const]
  obtain ⟨v, hv0, hv⟩ := hE
  obtain ⟨h1, h2⟩ := eigen_blocks hv
  have e1 : (s : ℂ) * (C () () * v (Sum.inr ())) + a * v (Sum.inl ())
      = E * v (Sum.inl ()) := by
    simpa [mulVec, dotProduct] using congrFun h1 ()
  have e2 : (s : ℂ) * (star (C () ()) * v (Sum.inl ())) + d * v (Sum.inr ())
      = E * v (Sum.inr ()) := by
    simpa [mulVec, dotProduct] using congrFun h2 ()
  have hc : C () () * star (C () ()) = (‖C () ()‖ : ℂ) ^ 2 := Complex.mul_conj' _
  -- eliminate one amplitude; the other one is nonzero
  have key : ((a : ℂ) - E) * (d - E) - s ^ 2 * (‖C () ()‖ : ℂ) ^ 2 = 0 := by
    rw [← hc]
    by_cases hx : v (Sum.inl ()) = 0
    · have hy : v (Sum.inr ()) ≠ 0 := by
        intro hy
        apply hv0
        funext i
        rcases i with ⟨⟩ | ⟨⟩
        · exact hx
        · exact hy
      refine (mul_eq_zero.mp ?_).resolve_right hy
      linear_combination ((a : ℂ) - E) * e2 - s * star (C () ()) * e1
    · refine (mul_eq_zero.mp ?_).resolve_right hx
      linear_combination ((d : ℂ) - E) * e1 - s * C () () * e2
  rw [hC]
  exact_mod_cast sub_eq_zero.mp key

end

end SpinScaledADC
```

This case also shows why $d>a$ in the window for $E$ cannot be weakened to $d\ge a$. For $a=d$ and $c\neq0$ the lower root is $E=a-|s||c|$. The shift is linear in $|s|$, and for small nonzero $s$ it exceeds any fixed multiple of $s^2$. In Lean, where division by zero gives zero, the weakened statement would claim $a\le E$, which is false for $s\neq0$.

```lean
#print axioms SpinScaledADC.root_le_singles
#print axioms SpinScaledADC.doubles_amplitude_le
#print axioms SpinScaledADC.lowest_root_window
#print axioms SpinScaledADC.secular_equality
```

```
'SpinScaledADC.root_le_singles' depends on axioms: [propext, Classical.choice, Quot.sound]
'SpinScaledADC.doubles_amplitude_le' depends on axioms: [propext, Classical.choice, Quot.sound]
'SpinScaledADC.lowest_root_window' depends on axioms: [propext, Classical.choice, Quot.sound]
'SpinScaledADC.secular_equality' depends on axioms: [propext, Classical.choice, Quot.sound]
```
